# With the derivative state below the current energy, the one-parameter linear-method step without shift or rescaling diverges as the gradient vanishes

A linear-method step is represented here by a condition on a real number $p$, not by a formula for it: $p$ is a step if $(1,p)$ is an eigenvector of the linear-method matrix and no eigenvalue of that matrix is lower than its own. Whether such a $p$ exists, and whether it is unique, then has to be shown.

The matrix comes from a trial state $\Psi_0$ with a single variational parameter. Let $\Psi_0$ be normalised, and let $\Psi_1$ be the derivative of the state with respect to that parameter, orthogonalised to $\Psi_0$ and assumed nonzero. The parameter is scaled so that $\Psi_1$ has norm one. In the real orthonormal basis $\Psi_0,\Psi_1$ the Hamiltonian is

$$M=\begin{pmatrix}E&g\\ g&h\end{pmatrix},$$

where $E$ is the current energy, $h$ is the energy of the derivative state and $g$ is half the energy gradient. In the form treated here, the method diagonalises $M$, scales the lowest eigenvector to $(1,p)$ and changes the parameter by $p$. The corresponding normalised state is $(\Psi_0+p\Psi_1)/\sqrt{1+p^2}$. With another normalisation of the trial state the parameter change is rescaled, for instance to $p/\sqrt{1+p^2}$, which stays bounded even when $p$ diverges. Such rescaled steps are not treated here.

For this linearised state the energy has second derivative $2(h-E)$ at $p=0$. The case $h<E$ therefore describes negative curvature of this linearised energy. The curvature of the full energy can also contain a term from the second derivative of the state, which the model leaves out.

In Lean, `lmMatrix E g h` is $M$, and `IsLowestStep E g h p` is the condition on $p$. The symbol `*ᵥ` is the matrix-vector product, `![1, p]` is the vector $(1,p)$, and `lam` is its eigenvalue, which is compared with every real eigenvalue `mu` that has a nonzero eigenvector `v`.

The model has one parameter and no sampling noise, so $M$ is symmetric. The energies $E$ and $h$ stay fixed while $g$ varies, whereas in an actual optimisation all three change together.

```lean
import Mathlib

open Filter Topology Matrix

namespace LinearMethodSaddle

/-- The linear-method matrix for one parameter: energy `E` of the current state, half-gradient `g`
and energy `h` of the derivative state, in an orthonormal basis. -/
def lmMatrix (E g h : ℝ) : Matrix (Fin 2) (Fin 2) ℝ := !![E, g; g, h]

/-- The parameter change `p` is a linear-method step: `(1, p)` is an eigenvector of the
linear-method matrix, and its eigenvalue is the lowest one. -/
def IsLowestStep (E g h p : ℝ) : Prop :=
  ∃ lam : ℝ, lmMatrix E g h *ᵥ ![1, p] = lam • ![1, p] ∧
    ∀ (mu : ℝ) (v : Fin 2 → ℝ), v ≠ 0 → lmMatrix E g h *ᵥ v = mu • v → lam ≤ mu
```

## (a) The eigenvalue equation in components

Let $v=(v_0,v_1)$ and let $\mu$ be real. Show that $Mv=\mu v$ is equivalent to

$$Ev_0+gv_1=\mu v_0,\qquad gv_0+hv_1=\mu v_1 .$$

The left-hand sides are the two rows of $M$ multiplied into $v$, and two vectors are equal exactly when both components agree. In the proof, `Fin.forall_fin_two` splits the vector equation into these components and `simp` multiplies out the rows.

```lean
/-- The eigenvalue equation of the linear-method matrix, written in components. -/
theorem eigen_iff (E g h mu : ℝ) (v : Fin 2 → ℝ) :
    lmMatrix E g h *ᵥ v = mu • v ↔
      E * v 0 + g * v 1 = mu * v 0 ∧ g * v 0 + h * v 1 = mu * v 1 := by
  rw [funext_iff, Fin.forall_fin_two]
  simp [lmMatrix, Matrix.mulVec, dotProduct, Fin.sum_univ_two]
```

## (b) Lowest steps and the secular equation

Show that $p$ is a lowest step if and only if

$$gp^2=(h-E)p+g\quad\text{and}\quad 2gp\le h-E .$$

Suppose first that $(1,p)$ is a lowest eigenvector with eigenvalue $\lambda$. By (a), $E+gp=\lambda$ and $g+hp=\lambda p$. Inserting the first equation into the second gives $g+hp=Ep+gp^2$, which is the quadratic equation. The orthogonal vector $(-p,1)$ satisfies

$$M\begin{pmatrix}-p\\1\end{pmatrix}=\begin{pmatrix}g-Ep\\h-gp\end{pmatrix}=(h-gp)\begin{pmatrix}-p\\1\end{pmatrix},$$

where the first component uses the quadratic equation. Since $\lambda$ is lowest, $E+gp\le h-gp$, which is the inequality.

Conversely, the quadratic equation makes $(1,p)$ an eigenvector with eigenvalue $E+gp$. Suppose that some $v\neq0$ had an eigenvalue $\mu<E+gp\le h-gp$. Taking scalar products of $Mv=\mu v$ with the two known eigenvectors gives

$$(\mu-E-gp)(v_0+pv_1)=0,\qquad(\mu-h+gp)(v_1-pv_0)=0 .$$

The first factors are nonzero, so $v_0=-pv_1$ and $v_1=pv_0$. Hence $(1+p^2)v_0=0$ and $v=0$, a contradiction.

In the code, `Q` is the quadratic equation, `k0` and `k1` are the two scalar products, and `b0` is the final equation for $v_0$. The tactic `linear_combination` checks each elimination from the multipliers given to it.

```lean
/-- A parameter change is a linear-method step exactly when it solves the quadratic secular
equation and the energy change `g p` is at most half of `h - E`. -/
theorem isLowestStep_iff_quadratic (E g h p : ℝ) :
    IsLowestStep E g h p ↔ g * p ^ 2 = (h - E) * p + g ∧ 2 * (g * p) ≤ h - E := by
  constructor
  · rintro ⟨lam, H, hmin⟩
    obtain ⟨e0, e1⟩ : E * 1 + g * p = lam * 1 ∧ g * 1 + h * p = lam * p :=
      (eigen_iff E g h lam ![1, p]).mp H
    have Q : g * p ^ 2 = (h - E) * p + g := by linear_combination p * e0 - e1
    -- the orthogonal vector (-p, 1) is the other eigenvector
    have hne : (![-p, 1] : Fin 2 → ℝ) ≠ 0 := by
      intro hz
      have h1 := congrFun hz 1
      simp at h1
    have hc : E * (-p) + g * 1 = (h - g * p) * (-p) ∧
        g * (-p) + h * 1 = (h - g * p) * 1 :=
      ⟨by linear_combination -Q, by ring⟩
    have hle := hmin (h - g * p) ![-p, 1] hne ((eigen_iff E g h _ ![-p, 1]).mpr hc)
    exact ⟨Q, by linarith⟩
  · rintro ⟨Q, hle⟩
    have hc : E * 1 + g * p = (E + g * p) * 1 ∧ g * 1 + h * p = (E + g * p) * p :=
      ⟨by ring, by linear_combination -Q⟩
    refine ⟨E + g * p, (eigen_iff E g h _ ![1, p]).mpr hc, ?_⟩
    intro mu v hv hmu
    obtain ⟨e0, e1⟩ := (eigen_iff E g h mu v).mp hmu
    by_contra hlt
    have hlt' : mu < E + g * p := not_le.mp hlt
    -- an eigenvector below both eigenvalues is orthogonal to (1, p) and to (-p, 1)
    have k0 : (mu - (E + g * p)) * (v 0 + p * v 1) = 0 := by
      linear_combination -e0 - p * e1 - v 1 * Q
    have k1 : (mu - (h - g * p)) * (v 1 - p * v 0) = 0 := by
      linear_combination -e1 + p * e0 - v 0 * Q
    have a0 := (mul_eq_zero.mp k0).resolve_left (by intro hz; linarith)
    have a1 := (mul_eq_zero.mp k1).resolve_left (by intro hz; linarith)
    have b0 : (1 + p ^ 2) * v 0 = 0 := by linear_combination a0 - p * a1
    have c0 : v 0 = 0 := (mul_eq_zero.mp b0).resolve_left (by positivity)
    have c1 : v 1 = 0 := by linear_combination a1 + p * c0
    exact hv (funext_iff.mpr (Fin.forall_fin_two.mpr ⟨c0, c1⟩))
```

## (c) Existence, uniqueness and a closed form

Let $g\neq0$. Show that $p$ is a lowest step if and only if

$$p=\frac{h-E-\sqrt{(h-E)^2+4g^2}}{2g}.$$

Multiplying the quadratic equation of (b) by $4g$ and completing the square gives

$$(h-E-2gp)^2=(h-E)^2+4g^2 .$$

The inequality of (b) says that $h-E-2gp\ge0$, so this quantity is the nonnegative square root, and solving for $p$ gives the formula. Conversely, squaring the formula and dividing by $4g$ returns the quadratic equation, and the inequality holds because the root is nonnegative. The equivalence yields exactly one step for each $g\neq0$.

At $g=0$ with $h<E$ there is no step, because the lowest eigenvectors are multiples of $(0,1)$ and cannot be scaled to $(1,p)$.

The proof follows the same two directions: `Real.sqrt_sq` takes the root of the completed square, and `mul_left_cancel₀` divides by $4g$.

```lean
/-- For nonzero gradient the linear-method step exists, is unique and has this closed form. -/
theorem isLowestStep_iff_closed_form (E h p : ℝ) {g : ℝ} (hg : g ≠ 0) :
    IsLowestStep E g h p ↔ p = (h - E - √((h - E) ^ 2 + 4 * g ^ 2)) / (2 * g) := by
  have h2 : 2 * g ≠ 0 := mul_ne_zero two_ne_zero hg
  rw [isLowestStep_iff_quadratic, eq_div_iff h2]
  constructor
  · rintro ⟨Q, hle⟩
    rw [show (h - E) ^ 2 + 4 * g ^ 2 = (h - E - 2 * (g * p)) ^ 2 by
      linear_combination (-4 * g) * Q, Real.sqrt_sq (by linarith)]
    ring
  · intro hp
    have hs := Real.sq_sqrt (show 0 ≤ (h - E) ^ 2 + 4 * g ^ 2 by positivity)
    have h4 : 4 * g ≠ 0 := mul_ne_zero four_ne_zero hg
    refine ⟨mul_left_cancel₀ h4 ?_, ?_⟩
    · linear_combination
        (p * (2 * g) - (h - E) - √((h - E) ^ 2 + 4 * g ^ 2)) * hp + hs
    · linarith [Real.sqrt_nonneg ((h - E) ^ 2 + 4 * g ^ 2)]
```

## (d) A lower bound on the step

Show that every lowest step satisfies

$$E-h\le|g|\,|p| .$$

Put $x=gp$. Multiplying the quadratic equation by $g$ gives $x\,(x-(h-E))=g^2\ge0$. If $x>h-E$, then $2x\le h-E<x$ makes $x$ negative while the second factor is positive, so the product would be negative. Hence $x\le h-E$, and $|g||p|=|x|\ge-x\ge E-h$.

It is not enough that $(1,p)$ is some eigenvector. For $E=3$, $h=0$, $g=2$ the vector $(1,\tfrac12)$ has eigenvalue $4$, but $|g||p|=1<3$. The lowest eigenvector is $(1,-2)$, with eigenvalue $-1$ and $|g||p|=4$.

In Lean, `hx` is the product equation and `hd` is the bound $x\le h-E$, obtained by contradiction.

```lean
/-- The length of a linear-method step times the absolute value of the half-gradient `g` is at least
`E - h`. -/
theorem step_lower_bound {E g h p : ℝ} (hp : IsLowestStep E g h p) :
    E - h ≤ |g| * |p| := by
  obtain ⟨Q, hle⟩ := (isLowestStep_iff_quadratic E g h p).mp hp
  have hx : g * p * (g * p - (h - E)) = g ^ 2 := by linear_combination g * Q
  have hd : g * p ≤ h - E := by
    by_contra hc
    have hc' := not_le.mp hc
    have hneg := mul_neg_of_neg_of_pos (show g * p < 0 by linarith)
      (show 0 < g * p - (h - E) by linarith)
    linarith [sq_nonneg g]
  rw [← abs_mul]
  linarith [neg_le_abs (g * p)]
```

## (e) The step as the gradient vanishes

For each $g\ne0$ let $p(g)$ be a lowest step, with $E$ and $h$ fixed. Show that, as $g\to0$ through nonzero values,

$$\frac{p(g)}{g}\to-\frac1{h-E}\quad\text{if }h>E,$$

$$g\,p(g)\to h-E\ \text{ and }\ |p(g)|\to\infty\quad\text{if }h<E .$$

Write $R=\sqrt{(h-E)^2+4g^2}$, which tends to $|h-E|$. For $h>E$, multiply the numerator and denominator of $p/g$ by $h-E+R$:

$$\frac pg=\frac{h-E-R}{2g^2}=\frac{(h-E)^2-R^2}{2g^2(h-E+R)}=\frac{-2}{h-E+R}\to-\frac1{h-E}.$$

For $h<E$, the closed form gives

$$gp=\frac{h-E-R}2\to\frac{h-E-(E-h)}2=h-E,$$

and (d) gives $|p|\ge(E-h)/|g|\to\infty$.

In the first case the step approaches the Newton step of the linearised state. In the second, the normalised eigenvector approaches $\Psi_1$ up to sign. For wave-function optimisation in variational Monte Carlo this means, within the noise-free one-parameter model, that a small gradient does not guarantee a small unshifted update.

The hypothesis `hp` lets `p` be any function that selects a lowest step at each nonzero `g`; its value at zero plays no role. The filter `𝓝[≠] 0` expresses the limit through nonzero values of either sign, and `atTop` expresses divergence to $+\infty$. In the proof, `hroot` is the limit of $R$ and `hform` is the closed form without its denominator. For the divergence, any bound $b$ eventually satisfies $|g|b<E-h$, so $|p|<b$ would contradict `step_lower_bound`.

```lean
/-- Let the half-gradient `g` tend to zero through nonzero values, with `E` and `h` fixed. If
`h > E`, the linear-method step divided by `g` tends to `-1/(h - E)`; if `h < E`, the step times `g`
tends to `h - E` and the length of the step diverges. -/
theorem linear_method_step_limits (E h : ℝ) (p : ℝ → ℝ)
    (hp : ∀ g, g ≠ 0 → IsLowestStep E g h (p g)) :
    (E < h → Tendsto (fun g => p g / g) (𝓝[≠] 0) (𝓝 (-1 / (h - E)))) ∧
    (h < E → Tendsto (fun g => g * p g) (𝓝[≠] 0) (𝓝 (h - E)) ∧
      Tendsto (fun g => |p g|) (𝓝[≠] 0) atTop) := by
  have hroot : Tendsto (fun g : ℝ => √((h - E) ^ 2 + 4 * g ^ 2)) (𝓝[≠] 0) (𝓝 |h - E|) := by
    have c : Continuous (fun g : ℝ => √((h - E) ^ 2 + 4 * g ^ 2)) := by fun_prop
    have t := (c.tendsto 0).mono_left (nhdsWithin_le_nhds (s := {0}ᶜ))
    simpa [Real.sqrt_sq_eq_abs] using t
  have hform : ∀ g, g ≠ 0 → p g * (2 * g) = h - E - √((h - E) ^ 2 + 4 * g ^ 2) :=
    fun g hg => (eq_div_iff (mul_ne_zero two_ne_zero hg)).mp
      ((isLowestStep_iff_closed_form E h (p g) hg).mp (hp g hg))
  refine ⟨fun hlt => ?_, fun hlt => ⟨?_, ?_⟩⟩
  · have hd : 0 < h - E := sub_pos.mpr hlt
    rw [abs_of_pos hd] at hroot
    have t := (tendsto_const_nhds (x := (-2 : ℝ))).div
      ((tendsto_const_nhds (x := h - E)).add hroot) (add_pos hd hd).ne'
    rw [show -2 / (h - E + (h - E)) = -1 / (h - E) by
      rw [div_eq_div_iff (add_pos hd hd).ne' hd.ne']; ring] at t
    refine t.congr' ?_
    filter_upwards [self_mem_nhdsWithin] with g hg
    have hg' : g ≠ 0 := hg
    have hs := Real.sq_sqrt (show 0 ≤ (h - E) ^ 2 + 4 * g ^ 2 by positivity)
    have hpos : 0 < h - E + √((h - E) ^ 2 + 4 * g ^ 2) :=
      add_pos_of_pos_of_nonneg hd (Real.sqrt_nonneg _)
    -- rationalise the difference between h - E and the square root
    change -2 / (h - E + √((h - E) ^ 2 + 4 * g ^ 2)) = p g / g
    rw [div_eq_div_iff hpos.ne' hg']
    apply mul_left_cancel₀ (mul_ne_zero two_ne_zero hg')
    linear_combination -(h - E + √((h - E) ^ 2 + 4 * g ^ 2)) * hform g hg' + hs
  · rw [abs_of_neg (sub_neg.mpr hlt)] at hroot
    have t := ((tendsto_const_nhds (x := h - E)).sub hroot).div_const 2
    rw [show (h - E - -(h - E)) / 2 = h - E by ring] at t
    refine t.congr' ?_
    filter_upwards [self_mem_nhdsWithin] with g hg
    linear_combination (-1 / 2) * hform g hg
  · -- the lower bound on |g| |p| forces the step to diverge
    refine tendsto_atTop.mpr fun b => ?_
    have c : Continuous (fun g : ℝ => |g| * b) := continuous_abs.mul continuous_const
    have t := (c.tendsto 0).mono_left (nhdsWithin_le_nhds (s := {0}ᶜ))
    have ev := t.eventually_lt_const (show |(0 : ℝ)| * b < E - h by simpa using hlt)
    filter_upwards [self_mem_nhdsWithin, ev] with g hg hb
    by_contra hc
    have hm := mul_le_mul_of_nonneg_left (not_le.mp hc).le (abs_nonneg g)
    linarith [step_lower_bound (hp g hg)]
```

## (f) Equal energies

Let $h=E$ and $g\neq0$. Show that a lowest step satisfies

$$|p|=1\quad\text{and}\quad gp<0 .$$

The quadratic equation becomes $gp^2=g$, so $p^2=1$. The inequality becomes $2gp\le0$, and $gp$ is nonzero, so it is negative. The step points downhill, but its length does not shrink with the gradient. The normalised eigenvector is $(1,\pm1)/\sqrt2$, with the sign opposite to that of $g$.

The proof cancels $g$ to obtain `h1`, which is $p^2=1$, and combines the weak inequality with $gp\ne0$.

```lean
/-- In the marginal case `h = E`, with nonzero gradient, the linear-method step has length one
and points against the gradient. -/
theorem marginal_step {E g p : ℝ} (hg : g ≠ 0) (hp : IsLowestStep E g E p) :
    |p| = 1 ∧ g * p < 0 := by
  obtain ⟨Q, hle⟩ := (isLowestStep_iff_quadratic E g E p).mp hp
  have h1 : p ^ 2 = 1 := mul_left_cancel₀ hg (by linear_combination Q)
  have hp0 : p ≠ 0 := by
    intro hz
    rw [hz] at h1
    norm_num at h1
  refine ⟨?_, lt_of_le_of_ne (by linarith) (mul_ne_zero hg hp0)⟩
  rw [← Real.sqrt_sq_eq_abs, h1, Real.sqrt_one]
```

## (g) A diagonal shift

Replace $h$ by $h+a$ in the matrix, with $h+a>E$. Show that a lowest step of the shifted matrix satisfies

$$|p|\le\frac{|g|}{h+a-E}.$$

The shift $a$ stands for an artificial increase in the energy of the derivative state, and the condition says that it lifts this state above the current energy. Put $d=h+a-E>0$. By (b), $p(gp-d)=g$ and $2gp\le d$. Multiplying the equation by $g$ gives $gp(gp-d)=g^2\ge0$. If $gp$ were positive, then $gp\le d/2<d$ would make this product negative. So $gp\le0$, hence $|gp-d|=d-gp\ge d$, and

$$|p|\,d\le|p|\,|gp-d|=|g| .$$

For a fixed shift of this kind the step therefore vanishes with the gradient, even if $h<E$. How to choose $a$ during an optimisation is a separate question.

In the code, `hneg` is $gp\le0$ and `habs` is the last equality; `le_div_iff₀` turns the claimed quotient bound into a product.

```lean
/-- If a diagonal shift `a` lifts the derivative state above the current energy, `h + a > E`, the
shifted linear-method step is no longer than `|g| / (h + a - E)`. -/
theorem shifted_step_bound {E g h a p : ℝ} (ha : E < h + a)
    (hp : IsLowestStep E g (h + a) p) : |p| ≤ |g| / (h + a - E) := by
  obtain ⟨Q, hle⟩ := (isLowestStep_iff_quadratic E g (h + a) p).mp hp
  have hx : g * p * (g * p - (h + a - E)) = g ^ 2 := by linear_combination g * Q
  -- the lowest eigenvalue lies at or below the current energy
  have hneg : g * p ≤ 0 := by
    by_contra hc
    have hc' := not_le.mp hc
    have hm := mul_neg_of_pos_of_neg hc' (show g * p - (h + a - E) < 0 by linarith)
    linarith [sq_nonneg g]
  have Q' : p * (g * p - (h + a - E)) = g := by linear_combination Q
  have habs : |p| * |g * p - (h + a - E)| = |g| := by rw [← abs_mul, Q']
  rw [le_div_iff₀ (by linarith), ← habs]
  exact mul_le_mul_of_nonneg_left
    (by linarith [neg_le_abs (g * p - (h + a - E))]) (abs_nonneg p)

end LinearMethodSaddle
```

```lean
#print axioms LinearMethodSaddle.linear_method_step_limits
#print axioms LinearMethodSaddle.marginal_step
#print axioms LinearMethodSaddle.shifted_step_bound
```

```
'LinearMethodSaddle.linear_method_step_limits' depends on axioms: [propext, Classical.choice, Quot.sound]
'LinearMethodSaddle.marginal_step' depends on axioms: [propext, Classical.choice, Quot.sound]
'LinearMethodSaddle.shifted_step_bound' depends on axioms: [propext, Classical.choice, Quot.sound]
```
